# The Padé adiabatic-connection integrand as a constant minus a reciprocal term, for b ≠ 0

In the Padé model, the adiabatic-connection integrand at coupling strength s is W(s) = W0 + a s / (1 + b s). The theorem `padeW_split` says that this equals W0 + a/b minus (a/b)/(1 + b s), so all the dependence on s sits in one reciprocal. The parameters and s are any real numbers with b ≠ 0 and 1 + b s ≠ 0; the identity is pointwise, and no integral is taken. The attempt unfolds the definition, calls `field_simp` to clear the denominators, and leaves the rest to `ring`.

As first written in Lean, the proof fails:

```lean
import Mathlib

open Set Filter Topology

namespace PadeWSplit

noncomputable section

/-- The Padé model of the adiabatic-connection integrand at coupling strength `s`,
`W(s) = W0 + a s / (1 + b s)`, on the domain `1 + b s ≠ 0`. -/
def padeW (W0 a b s : ℝ) : ℝ := W0 + a * s / (1 + b * s)

/-- For `b ≠ 0` and `1 + b s ≠ 0`, the Padé integrand is the constant `W0 + a/b` minus
the term `(a/b) / (1 + b s)`. -/
theorem padeW_split (W0 a : ℝ) {b s : ℝ} (hb : b ≠ 0) (hs : 1 + b * s ≠ 0) :
    padeW W0 a b s = W0 + a / b - a / b * (1 + b * s)⁻¹ := by
  unfold padeW
  field_simp
  ring

end

end PadeWSplit
```

Compiling this gives:

```
Try this:
  [apply] ring_nf
  
  The `ring` tactic failed to close the goal. Use `ring_nf` to obtain a normal form.
    
  Note that `ring` works primarily in *commutative* rings. If you have a noncommutative ring, abelian group or module, consider using `noncomm_ring`, `abel` or `module` instead.
Main.lean:16:59: error: unsolved goals
W0 a b s : ℝ
hb : b ≠ 0
hs : 1 + b * s ≠ 0
⊢ b * W0 + b * a * s * (1 + b * s)⁻¹ = b * W0 + a - a * (1 + b * s)⁻¹
```

What went wrong. The first message says that `ring` could not close the goal and fell back to `ring_nf`; the error shows what was left. The factor `b` has been cleared, but `(1 + b * s)⁻¹` is still there. The remaining equation is true only because `1 + b * s` times its inverse is 1, which needs `hs`, and `ring` does not use hypotheses. The messages do not show why `field_simp` left this inverse in place.

The repair drops `field_simp` and states the two cancellations outright: `h1` for `1 + b * s`, from `hs`, and `h2` for `b`, from `hb`. `linear_combination` then takes `h1` times `a * b⁻¹` and subtracts `h2` times `a * s * (1 + b * s)⁻¹`. This accounts for the whole difference between the two sides, so the check that remains is an identity `ring` can prove without hypotheses. The `rw` with `div_eq_mul_inv` only writes the divisions as products with inverses, which `ring` does by itself, so it is tidying.

The mended proof, as a diff:

```diff
@@ -15,7 +15,9 @@
 theorem padeW_split (W0 a : ℝ) {b s : ℝ} (hb : b ≠ 0) (hs : 1 + b * s ≠ 0) :
     padeW W0 a b s = W0 + a / b - a / b * (1 + b * s)⁻¹ := by
+  have h1 : (1 + b * s) * (1 + b * s)⁻¹ = 1 := mul_inv_cancel₀ hs
+  have h2 : b * b⁻¹ = 1 := mul_inv_cancel₀ hb
   unfold padeW
-  field_simp
-  ring
+  rw [div_eq_mul_inv, div_eq_mul_inv]
+  linear_combination (a * b⁻¹) * h1 - (a * s * (1 + b * s)⁻¹) * h2
 
 end
```
